# Admixing a doubly excited determinant changes the one-body density matrix only from second order

Let $F$ and $D$ be Slater determinants built from the same orthonormal spin orbitals, where $D$ occupies at least two that are empty in $F$. On going from $F$ to the normalised state $(F+sD)/\sqrt{1+s^2}$, with $s$ real, every element $\gamma_{pq}$ of the one-body density matrix changes by exactly

$$\gamma_{pq}(s)-\gamma_{pq}(F)=\frac{s^2}{1+s^2}\,\bigl(\gamma_{pq}(D)-\gamma_{pq}(F)\bigr),$$

so its first derivative at $s=0$ is zero.

Q: Before I look at any code, where does the $s^2$ come from?

A: From expanding one expectation value. Take orthogonal unit vectors $f$ and $x$, and set $\psi(s)=(f+sx)/\sqrt{1+s^2}$. For any linear operator $B$,

$$\langle\psi,B\psi\rangle=\frac{\langle f,Bf\rangle+s\,(\langle f,Bx\rangle+\langle x,Bf\rangle)+s^2\langle x,Bx\rangle}{1+s^2}.$$

With $B=1$ this gives $(1+s^2)/(1+s^2)=1$, so $\psi(s)$ is normalised. If an operator $A$ has $\langle f,Ax\rangle=\langle x,Af\rangle=0$, the linear term is absent, and subtracting $\langle f,Af\rangle$ leaves

$$\frac{\langle f,Af\rangle+s^2\langle x,Ax\rangle-(1+s^2)\langle f,Af\rangle}{1+s^2}=\frac{s^2}{1+s^2}\bigl(\langle x,Ax\rangle-\langle f,Af\rangle\bigr).$$

For general $B$, the denominator has value 1 and slope 0 at $s=0$, so the derivative there is the linear coefficient $\langle f,Bx\rangle+\langle x,Bf\rangle$. If $B$ is Hermitian, the second term is the complex conjugate of the first, and the sum is $2\,\mathrm{Re}\langle f,Bx\rangle$.

Q: That is two-state algebra. The physics is that a one-body operator cannot connect $F$ to a double excitation. Do you assume that?

A: No, it is derived. Let $c_q$ annihilate a fermion in spin orbital $q$, and let $\gamma_{pq}=\langle\psi,c_p^\dagger c_q\psi\rangle$. Inserting all determinants $S$,

$$\langle F|c_p^\dagger c_q|D\rangle=\sum_S\overline{\langle S|c_p|F\rangle}\,\langle S|c_q|D\rangle .$$

A nonzero term needs $S=F\setminus\{p\}=D\setminus\{q\}$. Every orbital of $D$ other than $q$ would then lie in $F$, leaving $D$ at most one orbital that is empty in $F$. That contradicts the assumption of at least two. For $\langle D|c_p^\dagger c_q|F\rangle$ the same argument applies with $p$ and $q$ exchanged. Both couplings vanish, and the exact formula above applies to $A=c_p^\dagger c_q$.

Q: Now show me the formal version. What kind of space do the states live in?

A: The general part uses any complex inner product space `E`, of finite or infinite dimension.

In Lean 4 with Mathlib:

```lean
import Mathlib

open Matrix

namespace DoubleExcitationDensityMatrix

noncomputable section

variable {E : Type*} [NormedAddCommGroup E] [InnerProductSpace ℂ E]
```

The state $\psi(s)$ is `mix f x s`. The amplitude is a real number, so a complex relative phase has to be absorbed into $x$.

```lean
/-- The state `(f + s x) / √(1 + s²)`, a reference `f` with an admixture `s` of `x`. -/
def mix (f x : E) (s : ℝ) : E :=
  ((√(1 + s ^ 2) : ℝ) : ℂ)⁻¹ • (f + (s : ℂ) • x)
```

The expectation value is complex-valued, because $c_p^\dagger c_q$ is not Hermitian when $p\neq q$. Mathlib's inner product is conjugate-linear in its first argument, as in Dirac notation. Operators are linear maps defined on all of `E`, which leaves out unbounded operators with a restricted domain.

```lean
/-- The expectation value `⟨ψ, B ψ⟩` of an operator `B`. -/
def expect (B : E →ₗ[ℂ] E) (ψ : E) : ℂ := inner ℂ ψ (B ψ)
```

Q: And the expansion you wrote down?

A: It is the first theorem. The proof expands the inner product by linearity, writes $1+s^2$ as the square of $\sqrt{1+s^2}$, and leaves the rest to `ring`.

```lean
/-- The expectation value in the mixed state is a quadratic polynomial in the admixture `s`,
divided by `1 + s²`; the linear term holds the couplings between `f` and `x`. -/
theorem expect_mix (B : E →ₗ[ℂ] E) (f x : E) (s : ℝ) :
    expect B (mix f x s) =
      (expect B f + (s : ℂ) * (inner ℂ f (B x) + inner ℂ x (B f))
        + (s : ℂ) ^ 2 * expect B x) / (1 + (s : ℂ) ^ 2) := by
  have hc : ((√(1 + s ^ 2) : ℝ) : ℂ) ^ 2 = 1 + (s : ℂ) ^ 2 := by
    exact_mod_cast Real.sq_sqrt (show 0 ≤ 1 + s ^ 2 by positivity)
  simp only [expect, mix, map_smul, map_add, inner_smul_left, inner_smul_right,
    inner_add_left, inner_add_right, map_inv₀, Complex.conj_ofReal]
  rw [← hc]
  ring
```

Q: I see no orthonormality there.

A: The expansion is an identity for arbitrary vectors. Orthonormality is what makes `mix` a normalised state, and it is assumed in the theorem that says so. The later general theorems about `expect` do not assume it, so read them as statements about physical expectation values when $f$ and $x$ are orthonormal. The proof is the $B=1$ calculation: the squared norm is the expectation value of the identity.

```lean
/-- For orthogonal unit vectors `f` and `x` the mixed state is normalised. -/
theorem norm_mix {f x : E} (hf : ‖f‖ = 1) (hx : ‖x‖ = 1) (hfx : inner ℂ f x = 0) (s : ℝ) :
    ‖mix f x s‖ = 1 := by
  have hne : (1 + (s : ℂ) ^ 2) ≠ 0 := by
    exact_mod_cast (show (1 + s ^ 2 : ℝ) ≠ 0 by positivity)
  have hxf : inner ℂ x f = 0 := by rw [← inner_conj_symm, hfx, map_zero]
  have hff : inner ℂ f f = 1 := by simp [inner_self_eq_norm_sq_to_K, hf]
  have hxx : inner ℂ x x = 1 := by simp [inner_self_eq_norm_sq_to_K, hx]
  -- the squared norm is the expectation value of the identity
  have h := expect_mix LinearMap.id f x s
  simp only [expect, LinearMap.id_apply, hff, hxx, hfx, hxf, add_zero, mul_zero, mul_one] at h
  rw [div_self hne] at h
  have h2 := inner_self_eq_norm_sq (𝕜 := ℂ) (mix f x s)
  rw [h] at h2
  have h3 : ‖mix f x s‖ ^ 2 = 1 := by
    rw [← h2]
    simp
  exact (pow_eq_one_iff_of_nonneg (norm_nonneg _) two_ne_zero).1 h3
```

Q: Then the exact change should need only the two vanishing couplings.

A: Those are the hypotheses `h1` and `h2`. The proof inserts them into the expansion, and `linear_combination` does the subtraction over the common denominator.

```lean
/-- If an operator couples `f` and `x` in neither direction, its expectation value changes by
`s² / (1 + s²)` times the difference of its values in `x` and `f`. -/
theorem expect_change (A : E →ₗ[ℂ] E) {f x : E} (h1 : inner ℂ f (A x) = 0)
    (h2 : inner ℂ x (A f) = 0) (s : ℝ) :
    expect A (mix f x s) - expect A f =
      (s : ℂ) ^ 2 / (1 + (s : ℂ) ^ 2) * (expect A x - expect A f) := by
  have hne : (1 + (s : ℂ) ^ 2) ≠ 0 := by
    exact_mod_cast (show (1 + s ^ 2 : ℝ) ≠ 0 by positivity)
  have hD := mul_inv_cancel₀ hne
  rw [expect_mix, h1, h2]
  linear_combination expect A f * hD
```

For a Hermitian operator one coupling is enough, since the other is its conjugate. `IsSymmetric` is Mathlib's name for $\langle Au,v\rangle=\langle u,Av\rangle$, which is the Hermitian property meant here.

```lean
/-- For a Hermitian operator `A` with `⟨f, A x⟩ = 0`, the expectation value changes by
`s² / (1 + s²)` times the difference of its values in `x` and `f`. -/
theorem expect_change_hermitian {A : E →ₗ[ℂ] E} (hA : A.IsSymmetric) {f x : E}
    (h : inner ℂ f (A x) = 0) (s : ℝ) :
    expect A (mix f x s) - expect A f =
      (s : ℂ) ^ 2 / (1 + (s : ℂ) ^ 2) * (expect A x - expect A f) := by
  refine expect_change A h ?_ s
  rw [← hA x f, ← inner_conj_symm, h, map_zero]
```

Q: How is "first order" expressed?

A: As a true derivative. `HasDerivAt g g' 0` says that $g$ is differentiable at $0$ with derivative $g'$. The proof differentiates numerator and denominator separately and joins them by the quotient rule.

```lean
/-- The first-order response of any expectation value to the admixture of `x` is the sum of
the two couplings between `f` and `x`. -/
theorem hasDerivAt_expect (B : E →ₗ[ℂ] E) (f x : E) :
    HasDerivAt (fun s : ℝ => expect B (mix f x s))
      (inner ℂ f (B x) + inner ℂ x (B f)) 0 := by
  simp only [expect_mix]
  have hs : HasDerivAt (fun s : ℝ => (s : ℂ)) 1 0 := by
    simpa using (hasDerivAt_id (0 : ℝ)).ofReal_comp
  have num := ((hs.mul_const (inner ℂ f (B x) + inner ℂ x (B f))).const_add
    (expect B f)).fun_add ((hs.fun_pow 2).mul_const (expect B x))
  have den := (hs.fun_pow 2).const_add (1 : ℂ)
  refine (num.fun_div den ?_).congr_deriv ?_
  · simp
  · simp
```

The Hermitian case rewrites the second coupling as a conjugate and uses $\bar z+z=2\,\mathrm{Re}\,z$.

```lean
/-- For a Hermitian operator `B` the first-order response is `2 Re ⟨f, B x⟩`. -/
theorem hasDerivAt_expect_hermitian {B : E →ₗ[ℂ] E} (hB : B.IsSymmetric) (f x : E) :
    HasDerivAt (fun s : ℝ => expect B (mix f x s))
      ((2 * (inner ℂ f (B x) : ℂ).re : ℝ) : ℂ) 0 := by
  refine (hasDerivAt_expect B f x).congr_deriv ?_
  rw [← hB x f, ← inner_conj_symm (B x) f]
  exact Complex.add_conj _
```

Q: So far there is not a fermion in sight. Where does antisymmetry enter?

A: In the matrix of the annihilator. The spin orbitals form a finite ordered set `ι`, and a determinant is labelled by its set of occupied orbitals. The entry of `ann q` in row $S$ and column $T$ is nonzero only if $q$ is occupied in $T$ and $S$ is $T$ with $q$ removed. Its sign counts the occupied orbitals that precede $q$.

```lean
variable {ι : Type*} [Fintype ι] [LinearOrder ι]

/-- The matrix of the fermionic annihilator of spin orbital `q` between determinants, which are
labelled by their sets of occupied orbitals; the sign counts the occupied orbitals before `q`. -/
def ann (q : ι) : Matrix (Finset ι) (Finset ι) ℂ :=
  Matrix.of fun S T => if q ∈ T ∧ S = T.erase q then (-1) ^ (T.filter (· < q)).card else 0
```

The one-body operator is then the product of a conjugate transpose and an annihilation matrix, acting on Fock space.

```lean
/-- The one-body operator `c_p† c_q` on Fock space. -/
def hop (p q : ι) : EuclideanSpace ℂ (Finset ι) →ₗ[ℂ] EuclideanSpace ℂ (Finset ι) where
  toFun v := WithLp.toLp 2 (((ann p)ᴴ * ann q) *ᵥ v.ofLp)
  map_add' u v := by simp [Matrix.mulVec_add]
  map_smul' c v := by simp [Matrix.mulVec_smul]
```

Determinants are the basis vectors, so they have unit norm, and distinct ones are orthogonal. $F$ and $D$ are distinct here, so their mixture is a normalised state.

```lean
/-- The Slater determinant with the set `F` of occupied spin orbitals. -/
def slater (F : Finset ι) : EuclideanSpace ℂ (Finset ι) := EuclideanSpace.single F 1
```

The density matrix carries the creator's index first; some texts use the transposed order.

```lean
/-- The element `⟨ψ, c_p† c_q ψ⟩` of the one-body density matrix of `ψ`. -/
def rdm (ψ : EuclideanSpace ℂ (Finset ι)) (p q : ι) : ℂ := expect (hop p q) ψ
```

Q: Fock space contains every particle number. Do you require $F$ and $D$ to have the same one?

A: No. The only condition is `2 ≤ (D \ F).card`, where `D \ F` is the set of orbitals occupied in $D$ and empty in $F$. At equal particle number this means a double or higher excitation. The name "double excitation" fits when the count is exactly two and the particle numbers agree.

Q: Then show me that the coupling really vanishes.

A: First, a matrix element between determinants is identified with an entry of the matrix product.

```lean
/-- The matrix element of `c_p† c_q` between two determinants is the entry of the product of
the creation and annihilation matrices. -/
theorem inner_slater (F D : Finset ι) (p q : ι) :
    inner ℂ (slater F) (hop p q (slater D)) = ((ann p)ᴴ * ann q) F D := by
  generalize hM : (ann p)ᴴ * ann q = M
  simp [slater, hop, hM, EuclideanSpace.inner_single_left]
```

Next comes the set argument. The auxiliary statement `key` says that for any intermediate $S$, at least one of the two annihilation entries is zero. If neither were, $S$ would equal both $F$ without $a$ and $D$ without $b$, which forces `D \ F ⊆ {b}` and contradicts the count. Every term of the sum over $S$ therefore vanishes, in both directions.

```lean
/-- If `D` occupies at least two orbitals that are empty in `F`, no one-body operator
`c_p† c_q` couples the two determinants, in either direction. -/
theorem coupling_eq_zero {F D : Finset ι} (h : 2 ≤ (D \ F).card) (p q : ι) :
    inner ℂ (slater F) (hop p q (slater D)) = 0 ∧
      inner ℂ (slater D) (hop p q (slater F)) = 0 := by
  -- removing one orbital from each determinant never gives the same set
  have key : ∀ (a b : ι) (S : Finset ι), ann a S F = 0 ∨ ann b S D = 0 := by
    intro a b S
    by_contra hc
    rw [not_or] at hc
    have h1 : S = F.erase a := by
      by_contra hn
      exact hc.1 (by simp [ann, hn])
    have h2 : S = D.erase b := by
      by_contra hn
      exact hc.2 (by simp [ann, hn])
    have hsub : D \ F ⊆ {b} := by
      intro r hr
      rw [Finset.mem_sdiff] at hr
      rw [Finset.mem_singleton]
      by_contra hrb
      have hm : r ∈ F.erase a := by
        rw [← h1, h2]
        exact Finset.mem_erase.2 ⟨hrb, hr.1⟩
      exact hr.2 (Finset.mem_of_mem_erase hm)
    have hcard := Finset.card_le_card hsub
    rw [Finset.card_singleton] at hcard
    omega
  rw [inner_slater, inner_slater, Matrix.mul_apply, Matrix.mul_apply]
  constructor
  · refine Finset.sum_eq_zero fun S _ => ?_
    rcases key p q S with h0 | h0 <;> simp [Matrix.conjTranspose_apply, h0]
  · refine Finset.sum_eq_zero fun S _ => ?_
    rcases key q p S with h0 | h0 <;> simp [Matrix.conjTranspose_apply, h0]
```

Q: So the main theorem just combines the two halves?

A: Yes. The couplings feed `expect_change` for the exact law and `hasDerivAt_expect` for the derivative. In the last line of the statement, `0 0` means derivative zero at the point zero.

```lean
/-- Admixing a determinant `D` with at least two orbitals that are empty in `F` changes each
element of the one-body density matrix by `s² / (1 + s²)` times the difference of its values in
`D` and `F`, and the first derivative at `s = 0` vanishes. -/
theorem rdm_second_order {F D : Finset ι} (h : 2 ≤ (D \ F).card) (p q : ι) :
    (∀ s : ℝ, rdm (mix (slater F) (slater D) s) p q - rdm (slater F) p q =
      (s : ℂ) ^ 2 / (1 + (s : ℂ) ^ 2) * (rdm (slater D) p q - rdm (slater F) p q)) ∧
    HasDerivAt (fun s : ℝ => rdm (mix (slater F) (slater D) s) p q) 0 0 := by
  obtain ⟨h1, h2⟩ := coupling_eq_zero h p q
  refine ⟨fun s => expect_change (hop p q) h1 h2 s, ?_⟩
  refine (hasDerivAt_expect (hop p q) (slater F) (slater D)).congr_deriv ?_
  rw [h1, h2, add_zero]
```

Q: A zero derivative would also hold if nothing changed at all. Does the density matrix really move?

A: Its diagonal does. An orbital in $D$ but not in $F$ starts with occupation 0 and reaches $s^2/(1+s^2)$, and the hypothesis guarantees at least two such orbitals. In the proof, `occ` shows that a determinant has occupations 0 and 1: only $S=G\setminus\{p\}$ contributes, and its sign is squared away. The main theorem does the rest.

```lean
/-- When `D` has at least two orbitals that are empty in `F`, the occupation number of orbital
`p` moves from its value 0 or 1 in `F` towards that in `D` by the fraction `s² / (1 + s²)`. -/
theorem occupation_change {F D : Finset ι} (h : 2 ≤ (D \ F).card) (p : ι) (s : ℝ) :
    rdm (mix (slater F) (slater D) s) p p = (if p ∈ F then 1 else 0) +
      (s : ℂ) ^ 2 / (1 + (s : ℂ) ^ 2) *
        ((if p ∈ D then 1 else 0) - (if p ∈ F then 1 else 0)) := by
  -- a determinant has occupation numbers 0 and 1
  have occ : ∀ G : Finset ι, rdm (slater G) p p = if p ∈ G then 1 else 0 := by
    intro G
    rw [rdm, expect, inner_slater, Matrix.mul_apply]
    by_cases hp : p ∈ G
    · rw [Finset.sum_eq_single (G.erase p)]
      · simp [ann, hp, Matrix.conjTranspose_apply, ← mul_pow]
      · intro S _ hS
        simp [ann, hS]
      · intro hn
        exact absurd (Finset.mem_univ _) hn
    · simp [ann, hp]
  have hmain := (rdm_second_order h p p).1 s
  rw [occ F, occ D] at hmain
  linear_combination hmain

end

end DoubleExcitationDensityMatrix
```

```lean
#print axioms DoubleExcitationDensityMatrix.expect_change_hermitian
-- 'DoubleExcitationDensityMatrix.expect_change_hermitian' depends on axioms: [propext, Classical.choice, Quot.sound]
#print axioms DoubleExcitationDensityMatrix.hasDerivAt_expect_hermitian
-- 'DoubleExcitationDensityMatrix.hasDerivAt_expect_hermitian' depends on axioms: [propext, Classical.choice, Quot.sound]
#print axioms DoubleExcitationDensityMatrix.rdm_second_order
-- 'DoubleExcitationDensityMatrix.rdm_second_order' depends on axioms: [propext, Classical.choice, Quot.sound]
#print axioms DoubleExcitationDensityMatrix.occupation_change
-- 'DoubleExcitationDensityMatrix.occupation_change' depends on axioms: [propext, Classical.choice, Quot.sound]
```

Q: Give me numbers.

A: Take four spin orbitals, $F=\{1,2\}$, $D=\{3,4\}$ and $s=0.1$. Then $s^2/(1+s^2)=0.01/1.01\approx0.0099$. Orbitals 1 and 2 drop to occupation $0.9901$, orbitals 3 and 4 rise to $0.0099$, and the total stays at 2. The off-diagonal elements are zero in both determinants, so they stay zero.

Compare the single excitation $D'=\{1,3\}$. Here $c_3$ acting on $D'$ and $c_2$ acting on $F$ both give $-|\{1\}\rangle$, so $\langle F|c_2^\dagger c_3|D'\rangle=1$, while the reversed element $\langle D'|c_2^\dagger c_3|F\rangle$ is zero. The expansion gives $\gamma_{23}=s/(1+s^2)\approx0.099$, which is first order in $s$.

Q: And what does this say about a real correlated wavefunction?

A: It accounts for one ingredient of Møller–Plesset theory, in a one-parameter model with a single admixed determinant: doubles in the first-order wavefunction do not produce a first-order change in the one-body density matrix.

The step left to you is from this two-determinant state to the full perturbation series. There, many doubles appear together, and single excitations enter the wavefunction at second order. Since singles couple linearly to $F$, they also contribute to the second-order density matrix, so the fraction $s^2/(1+s^2)$ should not be read as the complete second-order correction of a molecule.
